# A Hermitian matrix has an eigenvalue within an explicit distance, quadratic in the coupling, of its first-order perturbation energy

Take two levels at energies 0 and 1, coupled by a real $t$:

$$H=\begin{pmatrix}0&t\\t&1\end{pmatrix},\qquad H\begin{pmatrix}1\\-t\end{pmatrix}=\begin{pmatrix}-t^2\\0\end{pmatrix}.$$

The first-order energy of the lower level is 0, and the first-order state $(1,-t)$ misses being an eigenvector at that energy by a vector of length $t^2$. I would expect this to put an exact eigenvalue within $t^2$ of 0, and something similar to hold for any Hermitian $H_0+tV$, with a constant computed from first-order quantities alone. Can this be made rigorous, without "for sufficiently small $t$", and checked by machine?

## The linear terms cancel in the residual

Yes, in finite dimension. Let $H_0\psi_0=E_0\psi_0$ with $\|\psi_0\|=1$, and let $\psi_1\perp\psi_0$ and real $E_1$ satisfy

$$(H_0-E_0)\psi_1=-(V-E_1)\psi_0.$$

Put $A=H_0+tV$, $\varphi=\psi_0+t\psi_1$ and $\mu=E_0+tE_1$. Then

$$(A-\mu)\varphi=(H_0-E_0)\psi_0+t\big[(H_0-E_0)\psi_1+(V-E_1)\psi_0\big]+t^2(V-E_1)\psi_1.$$

The first two terms vanish, which leaves $t^2(V-E_1)\psi_1$ exactly. By orthogonality, $\|\varphi\|^2=1+t^2\|\psi_1\|^2$.

Now take an orthonormal eigenbasis $b_i$ of $A$ with eigenvalues $e_i$. Since $\langle b_i,(A-\mu)\varphi\rangle=(e_i-\mu)\langle b_i,\varphi\rangle$,

$$\|(A-\mu)\varphi\|^2=\sum_i(e_i-\mu)^2|\langle b_i,\varphi\rangle|^2\ \ge\ (e_k-\mu)^2\|\varphi\|^2,$$

where $e_k$ is the eigenvalue closest to $\mu$. With $\varepsilon=e_k$ this gives

$$|\varepsilon-\mu|\sqrt{1+t^2\|\psi_1\|^2}\le t^2\|(V-E_1)\psi_1\|.$$

The root is at least 1, so dropping it gives the simpler bound.

The same sum limits the weight on distant levels. Keeping only the terms with $|e_i-\mu|\ge\delta>0$ and normalising $\varphi$, the probability of finding such a level is at most

$$\frac{t^4\|(V-E_1)\psi_1\|^2}{\delta^2(1+t^2\|\psi_1\|^2)}.$$

```lean
import Mathlib

open Module

namespace FirstOrderErrorBound

noncomputable section

variable {F : Type*} [NormedAddCommGroup F] [InnerProductSpace ℂ F]

/-- The perturbed Hamiltonian `H₀ + t V` with real coupling `t`. -/
def perturbed (H₀ V : F →ₗ[ℂ] F) (t : ℝ) : F →ₗ[ℂ] F := H₀ + (t : ℂ) • V

/-- The state corrected to first order, `ψ₀ + t ψ₁`, not normalised. -/
def correctedState (ψ₀ ψ₁ : F) (t : ℝ) : F := ψ₀ + (t : ℂ) • ψ₁

/-- The data of first-order Rayleigh-Schroedinger theory: symmetric `H₀` and `V`, a unit
eigenvector `ψ₀` of `H₀`, and a correction `ψ₁` orthogonal to it that solves the
first-order equation. -/
structure FirstOrderSolution (H₀ V : F →ₗ[ℂ] F) (ψ₀ ψ₁ : F) (E₀ E₁ : ℝ) : Prop where
  symm_H₀ : H₀.IsSymmetric
  symm_V : V.IsSymmetric
  unit : ‖ψ₀‖ = 1
  orth : inner ℂ ψ₀ ψ₁ = 0
  zeroth : H₀ ψ₀ = (E₀ : ℂ) • ψ₀
  first : H₀ ψ₁ - (E₀ : ℂ) • ψ₁ = -(V ψ₀ - (E₁ : ℂ) • ψ₀)

/-- In an orthonormal eigenbasis, the squared residual of a trial vector is the sum of the
squared energy deviations weighted by the populations. -/
theorem residual_sq_eq_sum {ι : Type*} [Fintype ι] {A : F →ₗ[ℂ] F} (hA : A.IsSymmetric)
    (b : OrthonormalBasis ι ℂ F) (e : ι → ℝ) (hb : ∀ i, A (b i) = (e i : ℂ) • b i)
    (μ : ℝ) (φ : F) :
    ‖A φ - (μ : ℂ) • φ‖ ^ 2 = ∑ i, (e i - μ) ^ 2 * ‖inner ℂ (b i) φ‖ ^ 2 := by
  rw [← b.sum_sq_norm_inner_right (A φ - (μ : ℂ) • φ)]
  refine Finset.sum_congr rfl fun i _ => ?_
  have h : inner ℂ (b i) (A φ - (μ : ℂ) • φ) = ((e i - μ : ℝ) : ℂ) * inner ℂ (b i) φ := by
    rw [inner_sub_right, ← hA (b i) φ, hb, inner_smul_left, inner_smul_right,
      Complex.conj_ofReal]
    push_cast
    ring
  rw [h, norm_mul, mul_pow, Complex.norm_real, Real.norm_eq_abs, sq_abs]

/-- Residual bound: a symmetric operator has an eigenvalue whose distance from the trial
energy `μ`, times the norm of the trial vector, is at most the norm of the residual. -/
theorem exists_eigenvalue_near [FiniteDimensional ℂ F] {A : F →ₗ[ℂ] F}
    (hA : A.IsSymmetric) (μ : ℝ) {φ : F} (hφ : φ ≠ 0) :
    ∃ ε : ℝ, End.HasEigenvalue A (ε : ℂ) ∧ |ε - μ| * ‖φ‖ ≤ ‖A φ - (μ : ℂ) • φ‖ := by
  have : Nontrivial F := ⟨φ, 0, hφ⟩
  have : Nonempty (Fin (finrank ℂ F)) := ⟨⟨0, finrank_pos⟩⟩
  let b := hA.eigenvectorBasis rfl
  let e := hA.eigenvalues rfl
  have hb : ∀ i, A (b i) = (e i : ℂ) • b i := fun i => hA.apply_eigenvectorBasis rfl i
  -- choose the eigenvalue closest to the trial energy
  obtain ⟨k, hk⟩ := Finite.exists_min fun i => (e i - μ) ^ 2
  refine ⟨e k, hA.hasEigenvalue_eigenvalues rfl k, ?_⟩
  refine (sq_le_sq₀ (by positivity) (norm_nonneg _)).1 ?_
  rw [residual_sq_eq_sum hA b e hb, mul_pow, sq_abs, ← b.sum_sq_norm_inner_right φ,
    Finset.mul_sum]
  exact Finset.sum_le_sum fun i _ => mul_le_mul_of_nonneg_right (hk i) (sq_nonneg _)

variable {H₀ V : F →ₗ[ℂ] F} {ψ₀ ψ₁ : F} {E₀ E₁ : ℝ}

/-- The perturbed Hamiltonian is symmetric for every real coupling. -/
theorem perturbed_isSymmetric (h : FirstOrderSolution H₀ V ψ₀ ψ₁ E₀ E₁) (t : ℝ) :
    (perturbed H₀ V t).IsSymmetric := by
  intro x y
  simp only [perturbed, LinearMap.add_apply, LinearMap.smul_apply, inner_add_left,
    inner_add_right, inner_smul_left, inner_smul_right, Complex.conj_ofReal]
  rw [h.symm_H₀ x y, h.symm_V x y]

/-- The residual of the corrected state at the first-order energy is exactly
`t² (V - E₁) ψ₁`. -/
theorem residual_correctedState (h : FirstOrderSolution H₀ V ψ₀ ψ₁ E₀ E₁) (t : ℝ) :
    perturbed H₀ V t (correctedState ψ₀ ψ₁ t)
      - ((E₀ + t * E₁ : ℝ) : ℂ) • correctedState ψ₀ ψ₁ t
      = ((t ^ 2 : ℝ) : ℂ) • (V ψ₁ - (E₁ : ℂ) • ψ₁) := by
  simp only [perturbed, correctedState, LinearMap.add_apply, LinearMap.smul_apply, map_add,
    map_smul, h.zeroth]
  push_cast
  -- the terms linear in `t` cancel by the first-order equation
  linear_combination (norm := module) (t : ℂ) • h.first

/-- The squared norm of the corrected state is `1 + t² ‖ψ₁‖²`. -/
theorem norm_sq_correctedState (h : FirstOrderSolution H₀ V ψ₀ ψ₁ E₀ E₁) (t : ℝ) :
    ‖correctedState ψ₀ ψ₁ t‖ ^ 2 = 1 + t ^ 2 * ‖ψ₁‖ ^ 2 := by
  rw [correctedState, norm_add_sq (𝕜 := ℂ), inner_smul_right, h.orth, h.unit, norm_smul,
    mul_pow, Complex.norm_real, Real.norm_eq_abs, sq_abs]
  simp

/-- Some exact energy of `H₀ + t V` differs from `E₀ + t E₁` by at most
`t² ‖(V - E₁) ψ₁‖` divided by the norm of the corrected state. -/
theorem first_order_error_normalised [FiniteDimensional ℂ F]
    (h : FirstOrderSolution H₀ V ψ₀ ψ₁ E₀ E₁) (t : ℝ) :
    ∃ ε : ℝ, End.HasEigenvalue (perturbed H₀ V t) (ε : ℂ) ∧
      |ε - (E₀ + t * E₁)| * Real.sqrt (1 + t ^ 2 * ‖ψ₁‖ ^ 2)
        ≤ t ^ 2 * ‖V ψ₁ - (E₁ : ℂ) • ψ₁‖ := by
  have hn := norm_sq_correctedState h t
  have hφ : correctedState ψ₀ ψ₁ t ≠ 0 := by
    intro h0
    rw [h0, norm_zero] at hn
    nlinarith [sq_nonneg (t * ‖ψ₁‖)]
  obtain ⟨ε, hε, hb⟩ :=
    exists_eigenvalue_near (perturbed_isSymmetric h t) (E₀ + t * E₁) hφ
  refine ⟨ε, hε, ?_⟩
  rw [residual_correctedState h t, norm_smul, Complex.norm_real, Real.norm_eq_abs,
    abs_of_nonneg (sq_nonneg t)] at hb
  rwa [← hn, Real.sqrt_sq (norm_nonneg _)]

/-- Error bound of first-order perturbation theory: for every real `t`, `H₀ + t V` has an
eigenvalue within `t² ‖(V - E₁) ψ₁‖` of `E₀ + t E₁`. -/
theorem first_order_error [FiniteDimensional ℂ F]
    (h : FirstOrderSolution H₀ V ψ₀ ψ₁ E₀ E₁) (t : ℝ) :
    ∃ ε : ℝ, End.HasEigenvalue (perturbed H₀ V t) (ε : ℂ) ∧
      |ε - (E₀ + t * E₁)| ≤ t ^ 2 * ‖V ψ₁ - (E₁ : ℂ) • ψ₁‖ := by
  obtain ⟨ε, hε, hb⟩ := first_order_error_normalised h t
  refine ⟨ε, hε, le_trans (le_mul_of_one_le_right (abs_nonneg _) ?_) hb⟩
  exact Real.one_le_sqrt.2 (le_add_of_nonneg_right (by positivity))

/-- The population of the corrected state on exact eigenstates at least `δ` away from
`E₀ + t E₁`, times `δ²`, is at most `(t² ‖(V - E₁) ψ₁‖)²`. -/
theorem far_population_le {ι : Type*} [Fintype ι]
    (h : FirstOrderSolution H₀ V ψ₀ ψ₁ E₀ E₁) (t : ℝ) (b : OrthonormalBasis ι ℂ F)
    (e : ι → ℝ) (hb : ∀ i, perturbed H₀ V t (b i) = (e i : ℂ) • b i)
    {δ : ℝ} (hδ : 0 ≤ δ) :
    δ ^ 2 * ∑ i with δ ≤ |e i - (E₀ + t * E₁)|, ‖inner ℂ (b i) (correctedState ψ₀ ψ₁ t)‖ ^ 2
      ≤ (t ^ 2 * ‖V ψ₁ - (E₁ : ℂ) • ψ₁‖) ^ 2 := by
  have hr := residual_sq_eq_sum (perturbed_isSymmetric h t) b e hb (E₀ + t * E₁)
    (correctedState ψ₀ ψ₁ t)
  rw [residual_correctedState h t, norm_smul, Complex.norm_real, Real.norm_eq_abs,
    abs_of_nonneg (sq_nonneg t)] at hr
  rw [hr, Finset.mul_sum]
  -- compare term by term on the distant levels, then add the remaining levels
  refine le_trans (Finset.sum_le_sum fun i hi => ?_)
    (Finset.sum_le_sum_of_subset_of_nonneg (Finset.filter_subset _ _)
      fun i _ _ => by positivity)
  have hi' := (Finset.mem_filter.1 hi).2
  refine mul_le_mul_of_nonneg_right ?_ (sq_nonneg _)
  rw [← sq_abs (e i - (E₀ + t * E₁))]
  exact pow_le_pow_left₀ hδ hi' 2

/-- The two-level operator with real diagonal entries `a`, `d` and real coupling `g`. -/
def twoLevel (a g d : ℝ) : EuclideanSpace ℂ (Fin 2) →ₗ[ℂ] EuclideanSpace ℂ (Fin 2) where
  toFun x := !₂[(a : ℂ) * x 0 + g * x 1, (g : ℂ) * x 0 + d * x 1]
  map_add' x y := by
    ext i
    fin_cases i <;> simp <;> ring
  map_smul' c x := by
    ext i
    fin_cases i <;> simp <;> ring

/-- Every two-level operator with real entries is symmetric. -/
theorem twoLevel_isSymmetric (a g d : ℝ) : (twoLevel a g d).IsSymmetric := by
  intro x y
  simp [twoLevel, PiLp.inner_apply, Fin.sum_univ_two]
  ring

/-- Two levels at energies 0 and 1 with an off-diagonal perturbation satisfy the first-order
equations with `ψ₀ = (1, 0)`, `ψ₁ = (0, -1)` and `E₀ = E₁ = 0`. -/
theorem firstOrderSolution_witness :
    FirstOrderSolution (twoLevel 0 0 1) (twoLevel 0 1 0) !₂[1, 0] !₂[0, -1] 0 0 where
  symm_H₀ := twoLevel_isSymmetric 0 0 1
  symm_V := twoLevel_isSymmetric 0 1 0
  unit := by simp [EuclideanSpace.norm_eq, Fin.sum_univ_two]
  orth := by simp [PiLp.inner_apply, Fin.sum_univ_two]
  zeroth := by
    ext i
    fin_cases i <;> simp [twoLevel]
  first := by
    ext i
    fin_cases i <;> simp [twoLevel]

/-- In this two-level system, if `t ≠ 0` and `c + c² t² < 1`, every eigenvalue is farther
from the first-order energy 0 than `c` times the error bound `t² ‖V ψ₁‖`. -/
theorem error_constant_sharp {c t : ℝ} (ht : t ≠ 0) (hc : c + c ^ 2 * t ^ 2 < 1) {ε : ℝ}
    (hε : End.HasEigenvalue (perturbed (twoLevel 0 0 1) (twoLevel 0 1 0) t) (ε : ℂ)) :
    c * (t ^ 2 * ‖twoLevel 0 1 0 !₂[0, -1]‖) < |ε| := by
  have hnorm : ‖twoLevel 0 1 0 !₂[0, -1]‖ = 1 := by
    simp [twoLevel, EuclideanSpace.norm_eq, Fin.sum_univ_two]
  obtain ⟨v, hv⟩ := hε.exists_hasEigenvector
  have h0 : (t : ℂ) * v 1 = ε * v 0 := by
    simpa [perturbed, twoLevel] using
      congrArg (fun w : EuclideanSpace ℂ (Fin 2) => w 0) hv.apply_eq_smul
  have h1 : v 1 + (t : ℂ) * v 0 = ε * v 1 := by
    simpa [perturbed, twoLevel] using
      congrArg (fun w : EuclideanSpace ℂ (Fin 2) => w 1) hv.apply_eq_smul
  -- the secular equation of the two-level problem
  have hq : ε ^ 2 - ε - t ^ 2 = 0 := by
    by_contra hne
    have hne' : (ε : ℂ) ^ 2 - ε - (t : ℂ) ^ 2 ≠ 0 := by exact_mod_cast hne
    have z0 : v 0 = 0 := (mul_eq_zero.1 (show ((ε : ℂ) ^ 2 - ε - (t : ℂ) ^ 2) * v 0 = 0 by
      linear_combination (-(ε : ℂ) + 1) * h0 - (t : ℂ) * h1)).resolve_left hne'
    have z1 : v 1 = 0 := (mul_eq_zero.1 (show ((ε : ℂ) ^ 2 - ε - (t : ℂ) ^ 2) * v 1 = 0 by
      linear_combination -(t : ℂ) * h0 - (ε : ℂ) * h1)).resolve_left hne'
    apply hv.2
    ext i
    fin_cases i
    · simpa using z0
    · simpa using z1
  rw [hnorm, mul_one]
  by_contra hle
  have hle' : |ε| ≤ c * t ^ 2 := not_lt.1 hle
  have hsq : ε ^ 2 ≤ (c * t ^ 2) ^ 2 := by
    rw [← sq_abs ε]
    exact pow_le_pow_left₀ (abs_nonneg _) hle' 2
  have ht2 : 0 < t ^ 2 := by positivity
  nlinarith [neg_abs_le ε, mul_pos ht2 (sub_pos.2 hc)]

end

end FirstOrderErrorBound
```

```lean
#print axioms FirstOrderErrorBound.first_order_error
#print axioms FirstOrderErrorBound.far_population_le
#print axioms FirstOrderErrorBound.error_constant_sharp
```

```
'FirstOrderErrorBound.first_order_error' depends on axioms: [propext, Classical.choice, Quot.sound]
'FirstOrderErrorBound.far_population_le' depends on axioms: [propext, Classical.choice, Quot.sound]
'FirstOrderErrorBound.error_constant_sharp' depends on axioms: [propext, Classical.choice, Quot.sound]
```

## What the Lean statements say about the physics

The space `F` is a complex inner product space, and Hermitian matrices enter as operators satisfying `IsSymmetric`. `FirstOrderSolution` collects the hypotheses above; it assumes that $\psi_1$ exists and does not construct it. In finite dimension a solution exists exactly when $(V-E_1)\psi_0$ is orthogonal to every eigenvector of $H_0$ at energy $E_0$. For a nondegenerate level this only fixes $E_1=\langle\psi_0,V\psi_0\rangle$; in a degenerate level $\psi_0$ must also be an eigenvector of $V$ restricted to that level. `E₀`, `E₁` and `t` are real and are cast to complex numbers where they multiply vectors. `correctedState` is unnormalised, so the populations in `far_population_le` must be divided by $1+t^2\|\psi_1\|^2$ to become probabilities.

`first_order_error` says that for every real `t` some real `ε` is an eigenvalue of `perturbed H₀ V t` and obeys the simpler bound; `first_order_error_normalised` keeps the root. Neither says that `ε` continues the level $E_0$ as $t$ grows, or that it is the ground state. For a Hamiltonian matrix in a fixed finite orthonormal basis, the bound certifies a first-order energy without diagonalising $H_0+tV$, but it does not measure the error of the basis itself.

## How the proof follows the derivation

`residual_sq_eq_sum` is the eigenbasis identity. In `exists_eigenvalue_near`, `Finite.exists_min` picks the closest eigenvalue and `Finset.sum_le_sum` compares the sums term by term. `perturbed_isSymmetric` makes this applicable to $H_0+tV$. In `residual_correctedState`, `linear_combination` adds $t$ times the first-order equation, which is the cancellation above. `norm_sq_correctedState` supplies the norm, which also shows that the trial vector is nonzero.

`firstOrderSolution_witness` confirms that the opening example meets every hypothesis. For it, `error_constant_sharp` derives $\varepsilon^2-\varepsilon-t^2=0$ from the two components of the eigenvector equation. If $|\varepsilon|\le ct^2$, then $t^2=\varepsilon^2-\varepsilon\le c^2t^4+ct^2$, which contradicts $c+c^2t^2<1$ when $t\ne0$. Any fixed $c<1$ meets that condition for small $t$, so the prefactor 1 in the simpler bound cannot be lowered for all $t$.

## A non-Hermitian perturbation breaks the bound

Keep $H_0=\mathrm{diag}(0,1)$, $\psi_0=(1,0)$, $\psi_1=(0,-1)$ and $E_0=E_1=0$, but take

$$V=\begin{pmatrix}0&-1\\1&0\end{pmatrix}.$$

Every hypothesis except the symmetry of $V$ still holds, and $\|V\psi_1\|=1$. At $t=\tfrac12$ the characteristic polynomial of $H_0+tV$ is $(\varepsilon-\tfrac12)^2$. The only eigenvalue is therefore $\tfrac12$, while the bound would require one within $\tfrac14$ of 0.
